# The coincidence rate at 180° is 7/6 of that at 90° in a 4-2-0 quadrupole gamma cascade

A nucleus with an unpolarised spin-4 level decays through spin 2 to spin 0 by two pure quadrupole photons, the first along the z axis, and the spin-2 level is not disturbed in between. `ratio_180_90` states that the second photon's rate per solid angle, summed over polarisations, is 7/6 times as great at 180 degrees to the first as at 90 degrees, where the cosines are -1 and 0. The populations of the spin-2 sublevels are relative ones with sum 18/5; normalised, they are 10/63, 2/9, 5/21, 2/9 and 10/63 for `m` from -2 to 2, and the ratio is the same either way. The attempt rewrites both rates by the Legendre expansion `radiation_legendre`, puts in the populations from `population_values`, and leaves the arithmetic to `norm_num`.

This version doesn't compile in Lean 4 with Mathlib:

```lean
import Mathlib

open Matrix

namespace GammaCascade420

noncomputable section

/-- The second Legendre polynomial. -/
def P2 (x : ℝ) : ℝ := (3 * x ^ 2 - 1) / 2

/-- The fourth Legendre polynomial. -/
def P4 (x : ℝ) : ℝ := (35 * x ^ 4 - 30 * x ^ 2 + 3) / 8

/-- Squared Clebsch-Gordan coefficient for coupling spins 2 and 2 to spin 4, with magnetic
numbers `k - 2` and `l - 2`. -/
def coupling (k l : Fin 5) : ℝ :=
  (Nat.choose 4 k.val : ℝ) * (Nat.choose 4 l.val : ℝ) / (Nat.choose 8 (k.val + l.val) : ℝ)

/-- Relative population of the sublevel `m = k - 2` of the spin-2 level after a first quadrupole
photon along the z axis, summed over its two helicities. -/
def population (k : Fin 5) : ℝ := coupling k 3 + coupling k 1

/-- The quadrupole pattern of the sublevel `m = k - 2` as a function of the cosine `x` of the
polar angle. -/
def pattern (k : Fin 5) (x : ℝ) : ℝ :=
  ![1 - x ^ 4, 1 - 3 * x ^ 2 + 4 * x ^ 4, 6 * x ^ 2 - 6 * x ^ 4,
    1 - 3 * x ^ 2 + 4 * x ^ 4, 1 - x ^ 4] k

/-- Radiation pattern of a spin-2 level with sublevel populations `p`. -/
def radiation (p : Fin 5 → ℝ) (x : ℝ) : ℝ := ∑ k, p k * pattern k x

/-- The populations for `m = -2, -1, 0, 1, 2` are 4/7, 4/5, 6/7, 4/5, 4/7. -/
theorem population_values : population = ![4 / 7, 4 / 5, 6 / 7, 4 / 5, 4 / 7] := by
  ext k
  fin_cases k <;> norm_num [population, coupling, Nat.choose]

/-- Legendre expansion of the quadrupole radiation for arbitrary sublevel populations. -/
theorem radiation_legendre (p : Fin 5 → ℝ) (x : ℝ) :
    radiation p x = 4 / 5 * (p 0 + p 1 + p 2 + p 3 + p 4)
      + 2 / 7 * (2 * p 2 + (p 1 + p 3) - 2 * (p 0 + p 4)) * P2 x
      - 8 / 35 * (6 * p 2 - 4 * (p 1 + p 3) + (p 0 + p 4)) * P4 x := by
  simp only [radiation, Fin.sum_univ_five]
  simp [pattern, P2, P4]
  ring

/-- In the 4-2-0 cascade the rate at 180 degrees is 7/6 of the rate at 90 degrees. -/
theorem ratio_180_90 : radiation population (-1) = 7 / 6 * radiation population 0 := by
  rw [radiation_legendre, radiation_legendre, population_values]
  norm_num [P2, P4]

end

end GammaCascade420
```

Messages:

```
Main.lean:48:85: error: unsolved goals
⊢ 4 / 5 *
          (48 / 35 + ![4 / 7, 4 / 5, 6 / 7, 4 / 5, 4 / 7] 2 + ![4 / 7, 4 / 5, 6 / 7, 4 / 5, 4 / 7] 3 +
            ![4 / 7, 4 / 5, 6 / 7, 4 / 5, 4 / 7] 4) +
        2 / 7 *
          (2 * ![4 / 7, 4 / 5, 6 / 7, 4 / 5, 4 / 7] 2 + (4 / 5 + ![4 / 7, 4 / 5, 6 / 7, 4 / 5, 4 / 7] 3) -
            2 * (4 / 7 + ![4 / 7, 4 / 5, 6 / 7, 4 / 5, 4 / 7] 4)) -
      8 / 35 *
        (6 * ![4 / 7, 4 / 5, 6 / 7, 4 / 5, 4 / 7] 2 - 4 * (4 / 5 + ![4 / 7, 4 / 5, 6 / 7, 4 / 5, 4 / 7] 3) +
          (4 / 7 + ![4 / 7, 4 / 5, 6 / 7, 4 / 5, 4 / 7] 4)) =
    7 / 6 *
      (4 / 5 *
            (48 / 35 + ![4 / 7, 4 / 5, 6 / 7, 4 / 5, 4 / 7] 2 + ![4 / 7, 4 / 5, 6 / 7, 4 / 5, 4 / 7] 3 +
              ![4 / 7, 4 / 5, 6 / 7, 4 / 5, 4 / 7] 4) +
          -(2 / 7 *
                (2 * ![4 / 7, 4 / 5, 6 / 7, 4 / 5, 4 / 7] 2 + (4 / 5 + ![4 / 7, 4 / 5, 6 / 7, 4 / 5, 4 / 7] 3) -
                  2 * (4 / 7 + ![4 / 7, 4 / 5, 6 / 7, 4 / 5, 4 / 7] 4)) *
              (1 / 2)) -
        8 / 35 *
            (6 * ![4 / 7, 4 / 5, 6 / 7, 4 / 5, 4 / 7] 2 - 4 * (4 / 5 + ![4 / 7, 4 / 5, 6 / 7, 4 / 5, 4 / 7] 3) +
              (4 / 7 + ![4 / 7, 4 / 5, 6 / 7, 4 / 5, 4 / 7] 4)) *
          (3 / 8))
```

The error shows what is left of the goal when `norm_num [P2, P4]` has done all it can. Entries 0 and 1 of the population vector have become numbers, but entries 2, 3 and 4 still stand as lookups such as `![4 / 7, 4 / 5, 6 / 7, 4 / 5, 4 / 7] 2`, and the arithmetic can't be finished round them. Mathlib has ordinary simp lemmas for entries 0 and 1, which `norm_num` uses. Later entries at numeral indices are read off by a simproc, a small program that `simp` runs by default and `norm_num` does not.

The repair therefore calls `simp [P2, P4]` first, which unfolds the two polynomials and replaces every lookup by its value. `all_goals norm_num` then settles any arithmetic that `simp` leaves, and does nothing if no goal remains.

Fix (accepted with no message):

```diff
@@ -48,5 +48,6 @@
 theorem ratio_180_90 : radiation population (-1) = 7 / 6 * radiation population 0 := by
   rw [radiation_legendre, radiation_legendre, population_values]
-  norm_num [P2, P4]
+  simp [P2, P4]
+  all_goals norm_num
 
 end
```
